# Among fillings of a shell by k electrons of equal spin, only the one with the highest m values has the greatest total M

Electrons of equal spin in a shell of angular momentum l occupy distinct orbitals, labelled by the integers m from −l to l. The lemma says that any choice of k of these orbitals, other than the k with the highest m, has a strictly smaller sum of m than that top choice. It is a statement about sets of integers only, with no Hamiltonian or energy in it. The proof measures each m from l − k, so that the top orbitals count as positive and all others in the shell as zero or negative. It compares the shifted sums first, and then removes the shift, which is the same in total for both sets because each has k members.

In Lean, a first try:

```lean
import Mathlib

namespace TotalMLtTopFilling

/-- The magnetic quantum numbers `-l, ..., l` of a shell of angular momentum `l`. -/
noncomputable def shell (l : ℕ) : Finset ℤ := Finset.Icc (-(l : ℤ)) l

/-- The `k` consecutive integers `l, l - 1, ..., l - k + 1`, counted down from `l`. -/
noncomputable def topFilling (l k : ℕ) : Finset ℤ := Finset.Ioc ((l : ℤ) - k) l

/-- The total magnetic quantum number of a set of singly occupied orbitals. -/
def totalM (s : Finset ℤ) : ℤ := ∑ m ∈ s, m

/-- The set `topFilling l k` has `k` members. -/
theorem card_topFilling (l k : ℕ) : (topFilling l k).card = k := by
  simp [topFilling, Int.card_Ioc]

/-- Every filling of the shell by `k` electrons of equal spin, other than the top one,
has a strictly smaller total magnetic quantum number than the top one. -/
theorem totalM_lt_topFilling {l k : ℕ} {s : Finset ℤ} (hs : s ⊆ shell l)
    (hc : s.card = k) (hne : s ≠ topFilling l k) :
    totalM s < totalM (topFilling l k) := by
  have hT := card_topFilling l k
  have hnot : ¬ topFilling l k ⊆ s := fun h =>
    hne (Finset.eq_of_subset_of_card_le h (by omega)).symm
  obtain ⟨a, haT, has⟩ := Finset.not_subset.mp hnot
  have hpos : ∀ m ∈ topFilling l k, 0 < m - ((l : ℤ) - k) := by
    intro m hm
    have := (Finset.mem_Ioc.mp hm).1
    omega
  -- orbitals outside the top set contribute at most zero, measured from `l - k`
  have h1 : ∑ m ∈ s \ (s ∩ topFilling l k), (m - ((l : ℤ) - k)) ≤ 0 := by
    apply Finset.sum_nonpos
    intro m hm
    obtain ⟨hms, hmT⟩ := Finset.mem_sdiff.mp hm
    have hml := (Finset.mem_Icc.mp (hs hms)).2
    by_contra hcon
    exact hmT (Finset.mem_inter.mpr ⟨hms, Finset.mem_Ioc.mpr ⟨by omega, hml⟩⟩)
  have h2 := Finset.sum_sdiff (f := fun m : ℤ => m - ((l : ℤ) - k))
    (Finset.inter_subset_left : s ∩ topFilling l k ⊆ s)
  -- the missing top orbital `a` would have contributed a positive amount
  have h3 : ∑ m ∈ s ∩ topFilling l k, (m - ((l : ℤ) - k))
      < ∑ m ∈ topFilling l k, (m - ((l : ℤ) - k)) :=
    Finset.sum_lt_sum_of_subset Finset.inter_subset_right haT
      (fun h => has (Finset.mem_inter.mp h).1) (hpos a haT)
      (fun m hm _ => (hpos m hm).le)
  have h4 : ∑ m ∈ s, (m - ((l : ℤ) - k))
      < ∑ m ∈ topFilling l k, (m - ((l : ℤ) - k)) := by linarith
  rw [Finset.sum_sub_distrib, Finset.sum_sub_distrib, Finset.sum_const,
    Finset.sum_const, hc, hT] at h4
  unfold totalM
  linarith

end TotalMLtTopFilling
```

The compiler's answer:

```
Main.lean:50:26: error: Tactic `rewrite` failed: Did not find an occurrence of the pattern
  (topFilling l k).card
in the target expression
  ∑ x ∈ s, x - (k • ↑l - k • ↑k) < ∑ m ∈ topFilling l k, (m - (↑l - ↑k))

l k : ℕ
s : Finset ℤ
hs : s ⊆ shell l
hc : s.card = k
hne : s ≠ topFilling l k
hT : (topFilling l k).card = k
hnot : ¬topFilling l k ⊆ s
a : ℤ
haT : a ∈ topFilling l k
has : a ∉ s
hpos : ∀ m ∈ topFilling l k, 0 < m - (↑l - ↑k)
h1 : ∑ m ∈ s \ (s ∩ topFilling l k), (m - (↑l - ↑k)) ≤ 0
h2 :
  ∑ x ∈ s \ (s ∩ topFilling l k), (x - (↑l - ↑k)) + ∑ x ∈ s ∩ topFilling l k, (x - (↑l - ↑k)) = ∑ x ∈ s, (x - (↑l - ↑k))
h3 : ∑ m ∈ s ∩ topFilling l k, (m - (↑l - ↑k)) < ∑ m ∈ topFilling l k, (m - (↑l - ↑k))
h4 : ∑ x ∈ s, x - (k • ↑l - k • ↑k) < ∑ m ∈ topFilling l k, (m - (↑l - ↑k))
⊢ totalM s < totalM (topFilling l k)
```

Cause. The error is at `hT` in the last `rw`, which looks for `(topFilling l k).card` in `h4` and finds none. The two uses of `Finset.sum_sub_distrib` were meant for the two sides of the inequality, but both fell on the left. The first split the sum over `s` into the sum of `m` minus the sum of the constant `l - k`. That constant is itself a difference, so the second use split its sum again. The two uses of `Finset.sum_const` then evaluated the two resulting constant sums, and `hc` replaced `s.card` by `k`. The right side was still the unsplit sum shown in the message, so no cardinality of `topFilling l k` had appeared.

The repair gives the same lemmas to `simp only`, which rewrites wherever they apply, and so on both sides. The constant sum over `topFilling l k` now produces its cardinality, which `hT` turns into `k`. Both sides then subtract the same quantity, and the final `linarith` can cancel it.

The repair, with which the file compiles:

```diff
@@ -47,6 +47,5 @@
   have h4 : ∑ m ∈ s, (m - ((l : ℤ) - k))
       < ∑ m ∈ topFilling l k, (m - ((l : ℤ) - k)) := by linarith
-  rw [Finset.sum_sub_distrib, Finset.sum_sub_distrib, Finset.sum_const,
-    Finset.sum_const, hc, hT] at h4
+  simp only [Finset.sum_sub_distrib, Finset.sum_const, hc, hT] at h4
   unfold totalM
   linarith
```
